# Third-order overlap identity for a smooth radial function normalised at every energy

**Q:** Suppose I build a local orbital from the third energy derivative of a radial function $u$, for a fixed spherical potential. With $h$ the radial Hamiltonian and primes for energy derivatives, I solve $(h-E)u'''=3u''$. A regular solution $w$ is fixed only up to a multiple of $u$, so $u'''=w+cu$. What sets $c$?

**A:** The normalisation. If $\langle u,u\rangle=1$ at every energy, with $\langle\cdot,\cdot\rangle$ the overlap in the sphere, then $\langle u,u'''\rangle=-3\langle u',u''\rangle$, which gives $c=-3\langle u',u''\rangle-\langle u,w\rangle$. To derive the identity, differentiate $\langle u,u\rangle=1$ three times:

$$2\langle u,u'\rangle=0,$$
$$\langle u,u''\rangle+\langle u',u'\rangle=0,$$
$$\langle u,u'''\rangle+\langle u',u''\rangle+2\langle u',u''\rangle=0.$$

**Q:** The formal version has no sphere and no radial equation. Is it still about my $u$?

```lean
import Mathlib

open Finset

namespace RadialEnergyDerivatives

noncomputable section

variable {V : Type*} [NormedAddCommGroup V] [InnerProductSpace ℝ V] {u : ℝ → V}
```

**A:** Yes, if your $u$ meets its hypotheses. `V` is any real inner product space, for instance real radial functions with $\langle f,g\rangle=\int_0^R f g\,r^2\,dr$. The curve `u : ℝ → V` assigns to each energy a whole function of $r$. The radial equation is never used. Smoothness in energy, `ContDiff`, is assumed in the norm of `V` and not derived from that equation.

**Q:** And the normalisation?

**A:** `hnorm` says `‖u E‖ = 1` for every real `E`. It stands for dividing the radial function at each energy by its own norm in the sphere, the square root of $\langle u,u\rangle$ before rescaling. Normalising only at the linearisation energy is not enough, since the derivatives see how the norm changes nearby.

**Q:** How are the three differentiations organised?

**A:** Through one sum for each order $n$, with $u^{(k)}$ the $k$-th energy derivative:

$$S_n=\sum_{k=0}^{n}\binom nk\langle u^{(k)},u^{(n-k)}\rangle.$$

```lean
/-- The binomially weighted sum of the overlaps between the `k`-th and the `(n - k)`-th energy
derivatives of `u`, taken at the energy `E`. -/
def overlapSum (u : ℝ → V) (n : ℕ) (E : ℝ) : ℝ :=
  ∑ k ∈ range (n + 1),
    (n.choose k : ℝ) * inner ℝ (iteratedDeriv k u E) (iteratedDeriv (n - k) u E)
```

In Lean, `iteratedDeriv k u E` is $u^{(k)}(E)$, and `deriv u E` is $u'(E)$. The first lemma says that each derivative below the assumed order has the next as its derivative.

```lean
/-- For an `n` times continuously differentiable curve, each energy derivative of order `k < n`
has the next one as its derivative. -/
theorem hasDerivAt_energyDeriv {n : ℕ} (hu : ContDiff ℝ n u) (k : ℕ) (hk : k < n) (E : ℝ) :
    HasDerivAt (iteratedDeriv k u) (iteratedDeriv (k + 1) u E) E := by
  rw [iteratedDeriv_succ]
  exact ((hu.differentiable_iteratedDeriv k (by exact_mod_cast hk)) E).hasDerivAt
```

**Q:** Why does differentiating $S_n$ give $S_{n+1}$?

**A:** The product rule turns each overlap into two. The overlap $\langle u^{(k)},u^{(n+1-k)}\rangle$ then collects $\binom n{k-1}+\binom nk=\binom{n+1}k$, which is Pascal's rule. In the proof, `h` is the product rule and `e` the regrouping.

```lean
/-- For an `n + 1` times continuously differentiable curve, the energy derivative of the overlap
sum of order `n` is the overlap sum of order `n + 1`. -/
theorem hasDerivAt_overlapSum {n : ℕ} (hu : ContDiff ℝ (n + 1 : ℕ) u) (E : ℝ) :
    HasDerivAt (overlapSum u n) (overlapSum u (n + 1) E) E := by
  -- product rule for each overlap
  have h : ∀ i ∈ range (n + 1), HasDerivAt
      (fun x => (n.choose i : ℝ) * inner ℝ (iteratedDeriv i u x) (iteratedDeriv (n - i) u x))
      ((n.choose i : ℝ) * (inner ℝ (iteratedDeriv i u E) (iteratedDeriv (n - i + 1) u E)
        + inner ℝ (iteratedDeriv (i + 1) u E) (iteratedDeriv (n - i) u E))) E := by
    intro i hi
    have hi' := Finset.mem_range.mp hi
    have h1 := hasDerivAt_energyDeriv hu i (by omega) E
    have h2 := hasDerivAt_energyDeriv hu (n - i) (by omega) E
    exact (h1.inner ℝ h2).const_mul _
  -- Pascal's rule collects the terms
  have e : overlapSum u (n + 1) E = ∑ i ∈ range (n + 1),
      (n.choose i : ℝ) * (inner ℝ (iteratedDeriv i u E) (iteratedDeriv (n - i + 1) u E)
        + inner ℝ (iteratedDeriv (i + 1) u E) (iteratedDeriv (n - i) u E)) := by
    refine (Finset.sum_choose_succ_mul
      (fun i j => (inner ℝ (iteratedDeriv i u E) (iteratedDeriv j u E) : ℝ)) n).trans ?_
    rw [← Finset.sum_add_distrib]
    refine Finset.sum_congr rfl fun i hi => ?_
    have hi' := Finset.mem_range.mp hi
    have hsub : n + 1 - i = n - i + 1 := by omega
    simp only [hsub]
    ring
  rw [e]
  exact HasDerivAt.fun_sum h
```

Since $S_0=\|u\|^2=1$ is constant, $S_1=0$; each vanishing sum then forces the next to vanish. The induction uses uniqueness of the derivative: `h.unique` compares $S_{n+1}$ with the derivative of a constant.

```lean
/-- Overlap hierarchy: if `u` is normalised at every energy and `n + 1` times continuously
differentiable, its overlap sum of order `n + 1` vanishes. -/
theorem overlapSum_eq_zero (n : ℕ) (hu : ContDiff ℝ (n + 1 : ℕ) u)
    (hnorm : ∀ E, ‖u E‖ = 1) (E : ℝ) : overlapSum u (n + 1) E = 0 := by
  induction n generalizing E with
  | zero =>
    -- the sum of order zero is the squared norm
    have hc : overlapSum u 0 = fun _ => (1 : ℝ) := by
      funext x
      simp [overlapSum, hnorm]
    have h := hasDerivAt_overlapSum hu E
    rw [hc] at h
    exact h.unique (hasDerivAt_const E 1)
  | succ n ih =>
    have hle : ContDiff ℝ (n + 1 : ℕ) u := hu.of_le (by exact_mod_cast Nat.le_succ (n + 1))
    have hc : overlapSum u (n + 1) = fun _ => (0 : ℝ) := funext fun x => ih hle x
    have h := hasDerivAt_overlapSum hu E
    rw [hc] at h
    exact h.unique (hasDerivAt_const E 0)
```

**Q:** Where is my identity?

**A:** At order three, $S_3=2\langle u,u'''\rangle+6\langle u',u''\rangle=0$. `norm_num` writes out the four terms, symmetry of the real inner product pairs them, and `linarith` solves.

```lean
/-- For a curve `u` in a real inner product space, three times continuously differentiable in the
energy and normalised at every energy, `⟨u, u'''⟩ = -3 ⟨u', u''⟩`. -/
theorem third_overlap (hu : ContDiff ℝ 3 u) (hnorm : ∀ E, ‖u E‖ = 1) (E : ℝ) :
    inner ℝ (u E) (iteratedDeriv 3 u E)
      = -3 * inner ℝ (deriv u E) (iteratedDeriv 2 u E) := by
  have h3 : ContDiff ℝ (3 : ℕ) u := by exact_mod_cast hu
  have h := overlapSum_eq_zero 2 h3 hnorm E
  norm_num [overlapSum, Finset.sum_range_succ, Nat.choose] at h
  linarith [real_inner_comm (u E) (iteratedDeriv 3 u E),
    real_inner_comm (deriv u E) (iteratedDeriv 2 u E)]
```

The same argument gives a neighbouring result at order four, where $2\langle u,u''''\rangle+8\langle u',u'''\rangle+6\|u''\|^2=0$:

```lean
/-- For a curve `u` in a real inner product space, four times continuously differentiable in the
energy and normalised at every energy, `⟨u, u''''⟩ = -4 ⟨u', u'''⟩ - 3 ‖u''‖²`. -/
theorem fourth_overlap (hu : ContDiff ℝ 4 u) (hnorm : ∀ E, ‖u E‖ = 1) (E : ℝ) :
    inner ℝ (u E) (iteratedDeriv 4 u E)
      = -4 * inner ℝ (deriv u E) (iteratedDeriv 3 u E) - 3 * ‖iteratedDeriv 2 u E‖ ^ 2 := by
  have h4 : ContDiff ℝ (4 : ℕ) u := by exact_mod_cast hu
  have h := overlapSum_eq_zero 3 h4 hnorm E
  norm_num [overlapSum, Finset.sum_range_succ, Nat.choose] at h
  linarith [real_inner_comm (u E) (iteratedDeriv 4 u E),
    real_inner_comm (deriv u E) (iteratedDeriv 3 u E),
    real_inner_self_eq_norm_sq (iteratedDeriv 2 u E)]
```

**Q:** Does the third overlap tell me anything about $u'$ itself?

**A:** It gives the energy slope of its squared norm: $\frac{d}{dE}\|u'\|^2=2\langle u',u''\rangle=-\tfrac23\langle u,u'''\rangle$.

```lean
/-- For a curve `u` in a real inner product space, three times continuously differentiable in the
energy and normalised at every energy, the squared norm of `u'` changes with energy at the rate
`-(2/3) ⟨u, u'''⟩`. -/
theorem hasDerivAt_norm_sq_deriv (hu : ContDiff ℝ 3 u) (hnorm : ∀ E, ‖u E‖ = 1) (E : ℝ) :
    HasDerivAt (fun x => ‖deriv u x‖ ^ 2)
      (-(2 / 3) * inner ℝ (u E) (iteratedDeriv 3 u E)) E := by
  have h3 : ContDiff ℝ (3 : ℕ) u := by exact_mod_cast hu
  have h := hasDerivAt_energyDeriv h3 1 (by norm_num) E
  rw [iteratedDeriv_one] at h
  refine h.norm_sq.congr_deriv ?_
  rw [third_overlap hu hnorm E]
  ring
```

**Q:** And if I replace $u(E+\varepsilon)$ by its quadratic expansion, how badly is the norm off?

**A:** Expanding the square gives

$$1+2\varepsilon\langle u,u'\rangle+\varepsilon^2\big(\|u'\|^2+\langle u,u''\rangle\big)+\varepsilon^3\langle u',u''\rangle+\tfrac{\varepsilon^4}{4}\|u''\|^2.$$

The first two relations remove the terms in $\varepsilon$ and $\varepsilon^2$, and the third rewrites the cubic one as $-\tfrac{\varepsilon^3}{3}\langle u,u'''\rangle$. The proof obtains the first two as `e1` and `e2` from the vanishing sums, expands by bilinearity and finishes with `ring`. The formula holds for every real $\varepsilon$, but it concerns only the norm, not the distance from the true $u(E+\varepsilon)$.

```lean
/-- For a curve `u` in a real inner product space, three times continuously differentiable in the
energy and normalised at every energy, the quadratic expansion `u + ε u' + (ε²/2) u''` has squared
norm `1 - (ε³/3) ⟨u, u'''⟩ + (ε⁴/4) ‖u''‖²`. -/
theorem norm_sq_quadratic_expansion (hu : ContDiff ℝ 3 u) (hnorm : ∀ E, ‖u E‖ = 1)
    (E ε : ℝ) :
    ‖u E + ε • deriv u E + (ε ^ 2 / 2) • iteratedDeriv 2 u E‖ ^ 2
      = 1 - ε ^ 3 / 3 * inner ℝ (u E) (iteratedDeriv 3 u E)
        + ε ^ 4 / 4 * ‖iteratedDeriv 2 u E‖ ^ 2 := by
  have h3 : ContDiff ℝ (3 : ℕ) u := by exact_mod_cast hu
  have hu2 : ContDiff ℝ (2 : ℕ) u :=
    h3.of_le (by exact_mod_cast (by norm_num : (2 : ℕ) ≤ 3))
  have hu1 : ContDiff ℝ (1 : ℕ) u :=
    h3.of_le (by exact_mod_cast (by norm_num : (1 : ℕ) ≤ 3))
  have c1 : inner ℝ (deriv u E) (u E) = inner ℝ (u E) (deriv u E) := real_inner_comm _ _
  have c2 : inner ℝ (iteratedDeriv 2 u E) (u E) = inner ℝ (u E) (iteratedDeriv 2 u E) :=
    real_inner_comm _ _
  have c3 : inner ℝ (iteratedDeriv 2 u E) (deriv u E)
      = inner ℝ (deriv u E) (iteratedDeriv 2 u E) := real_inner_comm _ _
  -- the hierarchy removes the terms of first and second order in ε
  have e0 : inner ℝ (u E) (u E) = (1 : ℝ) := by
    rw [real_inner_self_eq_norm_sq, hnorm, one_pow]
  have e1 : inner ℝ (u E) (deriv u E) = (0 : ℝ) := by
    have h := overlapSum_eq_zero 0 hu1 hnorm E
    norm_num [overlapSum, Finset.sum_range_succ] at h
    linarith
  have e2 : inner ℝ (u E) (iteratedDeriv 2 u E) = -inner ℝ (deriv u E) (deriv u E) := by
    have h := overlapSum_eq_zero 1 hu2 hnorm E
    norm_num [overlapSum, Finset.sum_range_succ, Nat.choose] at h
    linarith [real_inner_self_eq_norm_sq (deriv u E)]
  rw [third_overlap hu hnorm E]
  simp only [← real_inner_self_eq_norm_sq, inner_add_left, inner_add_right,
    real_inner_smul_left, real_inner_smul_right]
  rw [c1, c2, c3, e0, e1, e2]
  ring
```

**Q:** Perhaps $\langle u,u'''\rangle$ is always zero, and the cubic term is decoration.

**A:** The hypotheses do not force it to vanish, as a test curve shows: $u(E)=e^{iE^2}$, with the complex plane read as a real two-dimensional space. It is not a radial function, but it satisfies the hypotheses.

```lean
/-- The curve `exp (i E²)` in the complex plane. -/
def chirp (E : ℝ) : ℂ := Complex.exp (((E ^ 2 : ℝ) : ℂ) * Complex.I)
```

Here $u'=2iEu$, so $\|u'\|^2=4E^2$, with slope $8E$. Setting this equal to $-\tfrac23\langle u,u'''\rangle$ gives $\langle u,u'''\rangle=-12E$, nonzero except at $E=0$. The Lean proof makes the same comparison of slopes.

```lean
/-- With the complex plane as a real inner product space, the curve `exp (i E²)` has
`⟨u, u'''⟩ = -12 E`. -/
theorem chirp_third_overlap (E : ℝ) :
    inner ℝ (chirp E) (iteratedDeriv 3 chirp E) = -12 * E := by
  have hn : ∀ x, ‖chirp x‖ = 1 := fun x => Complex.norm_exp_ofReal_mul_I _
  have hc : ContDiff ℝ 3 chirp := by
    have h : ContDiff ℝ 3 (fun x : ℝ => ((x ^ 2 : ℝ) : ℂ)) :=
      Complex.ofRealCLM.contDiff.comp (contDiff_id.pow 2)
    exact (h.mul contDiff_const).cexp
  have hsq : ∀ x : ℝ, HasDerivAt (fun y : ℝ => y ^ 2) (2 * x) x := fun x => by
    simpa using hasDerivAt_pow 2 x
  have hd : ∀ x, ‖deriv chirp x‖ ^ 2 = 4 * x ^ 2 := by
    intro x
    have h : HasDerivAt chirp (chirp x * (((2 * x : ℝ) : ℂ) * Complex.I)) x :=
      ((hsq x).ofReal_comp.mul_const Complex.I).cexp
    rw [h.deriv, norm_mul, norm_mul, hn, Complex.norm_I, Complex.norm_real,
      Real.norm_eq_abs, one_mul, mul_one, sq_abs]
    ring
  -- compare the two expressions for the slope of ‖u'‖²
  have hs := hasDerivAt_norm_sq_deriv hc hn E
  simp only [hd] at hs
  have h4 : HasDerivAt (fun x : ℝ => 4 * x ^ 2) (4 * (2 * E)) E := (hsq E).const_mul 4
  linarith [hs.unique h4]

end

end RadialEnergyDerivatives
```

```lean
#print axioms RadialEnergyDerivatives.third_overlap
#print axioms RadialEnergyDerivatives.fourth_overlap
#print axioms RadialEnergyDerivatives.norm_sq_quadratic_expansion
#print axioms RadialEnergyDerivatives.chirp_third_overlap
```

```
'RadialEnergyDerivatives.third_overlap' depends on axioms: [propext, Classical.choice, Quot.sound]
'RadialEnergyDerivatives.fourth_overlap' depends on axioms: [propext, Classical.choice, Quot.sound]
'RadialEnergyDerivatives.norm_sq_quadratic_expansion' depends on axioms: [propext, Classical.choice, Quot.sound]
'RadialEnergyDerivatives.chirp_third_overlap' depends on axioms: [propext, Classical.choice, Quot.sound]
```
